# Kernels invariant under all local phases are diagonal, and exchange is gauge covariant, on finitely many sites

In an NMR calculation the external magnetic field enters through a vector potential. For a uniform field $B$ a common choice is $\tfrac12 B\times(r-r_0)$, which contains an arbitrary origin $r_0$. Moving this origin changes the vector potential by a uniform amount. This adds no magnetic field, so a phase on the wavefunction that is linear in position should compensate for it. A local potential does not notice such a phase. A nonlocal one, such as a nonlocal pseudopotential or the exchange operator, connects different points, at which the phases can differ. Which potentials are unaffected, and what happens to the others?

We answer this for finitely many sites. A potential is then a complex matrix $V(x,y)$, called a kernel, and each site $x$ has one real position coordinate $r_x$, with $R=\mathrm{diag}(r)$. A star on a matrix denotes the conjugate transpose. Three statements will be derived:

- $UVU^*=V$ for every diagonal unitary $U$ if and only if $V$ is diagonal.
- The kernel $V_A(x,y)=V(x,y)\,e^{-iA(r_x-r_y)}$ has derivative $i(VR-RV)$ at $A=0$.
- The exchange kernel $K[\rho](x,y)=-w(x,y)\rho(x,y)$ satisfies $K[U\rho U^*]=U K[\rho]U^*$ for every diagonal unitary $U$.

Here $A$ is the component of a uniform vector potential along the chosen coordinate, $\rho$ is the one-particle density matrix, and $w(x,y)$ is the interaction between sites $x$ and $y$. In atomic units an electron has kinetic momentum $p+A$, and $e^{-iAr}\,p\,e^{iAr}=p+A$, which fixes the sign of the phase.

## Local phases acting on a kernel

Let $U=\mathrm{diag}(u)$ be unitary. The diagonal entries of $UU^*=1$ give $|u_x|^2=1$, so $u_x=e^{-i\theta_x}$ with $\theta_x=-\arg u_x$ real. Conversely, every such matrix of phases is unitary. The transformed kernel has entries

$$(UVU^*)(x,y)=e^{-i\theta_x}V(x,y)e^{i\theta_y}=V(x,y)\,e^{-i(\theta_x-\theta_y)} .$$

Suppose that $V$ is invariant under all of these transformations, and take $x\neq y$. Choose $\theta_x=\pi$ and zero phase on every other site. The factor is $e^{-i\pi}=-1$, so $V(x,y)=-V(x,y)$ and hence $V(x,y)=0$. Conversely, if $V$ is diagonal, its diagonal entries are multiplied by $1$ and its other entries are zero, so nothing changes.

## The response to a uniform vector potential

Setting $\theta_x=Ar_x$ gives $V_A$. Differentiating one entry,

$$\frac{d}{dA}V_A(x,y)=-i(r_x-r_y)V_A(x,y)=i\,V_A(x,y)(r_y-r_x).$$

Since $(V_AR)(x,y)=V_A(x,y)r_y$ and $(RV_A)(x,y)=r_xV_A(x,y)$, the right-hand side is the $(x,y)$ entry of $i(V_AR-RV_A)$. At $A=0$ we have $V_0=V$, and the derivative is $i(VR-RV)$.

If $V_A=V$ for all $A$, this derivative vanishes and $VR-RV=0$. Conversely, a vanishing commutator means $V(x,y)(r_y-r_x)=0$ for each pair. Either the entry is zero, or the positions agree and the phase is $1$; in both cases $V_A(x,y)=V(x,y)$. When all positions are distinct, only diagonal kernels survive. When two sites have the same coordinate, as two points that differ only in another direction do, a uniform $A$ along this coordinate gives them equal phases and leaves a coupling between them unchanged.

## Exchange follows its density matrix

For a diagonal unitary $U$ with phases $\theta$,

$$K[U\rho U^*](x,y)=-w(x,y)\rho(x,y)e^{-i(\theta_x-\theta_y)}=(UK[\rho]U^*)(x,y).$$

Exchange is generally nonlocal, so as a fixed kernel it would fail the invariance test. It is consistent with gauge transformations because it is built from $\rho$, which transforms too. Using $U^*U=1$ and cyclicity of the trace,

$$\mathrm{tr}(U\rho U^*\,UK[\rho]U^*)=\mathrm{tr}(U\rho K[\rho]U^*)=\mathrm{tr}(\rho K[\rho]).$$

For Hermitian $\rho$ and real symmetric $w$ this trace is $-\sum_{x,y}w(x,y)|\rho(x,y)|^2$, which is proportional to the exchange energy.

## Two sites in numbers

Take $r=(0,1)$ and

$$V=\begin{pmatrix}2&1\\1&3\end{pmatrix},\qquad V_A=\begin{pmatrix}2&e^{iA}\\e^{-iA}&3\end{pmatrix},\qquad i(VR-RV)=\begin{pmatrix}0&i\\-i&0\end{pmatrix}.$$

The last matrix is indeed the derivative of $V_A$ at $A=0$.

For exchange, let every entry of $\rho$ be $\tfrac12$, with $w(x,x)=1$ and $w(1,2)=w(2,1)=\tfrac12$. Then $K[\rho]$ has diagonal entries $-\tfrac12$ and off-diagonal entries $-\tfrac14$, and $\mathrm{tr}(\rho K[\rho])=-\tfrac12-\tfrac14=-\tfrac34$. At $A=\pi$ the off-diagonal entries of both $\rho$ and $K$ change sign, and the trace remains $-\tfrac34$. Had $K$ been frozen while $\rho$ was transformed, the result would have been $-\tfrac12+\tfrac14=-\tfrac14$.

## Kernels and phases as Lean matrices

The sites form a finite type `n`, and kernels are elements of `Matrix n n ℂ`. None of the Lean statements assumes that a kernel is Hermitian.

```lean
import Mathlib

open Matrix

namespace GaugeOriginNonlocal

noncomputable section

variable {n : Type*} [Fintype n] [DecidableEq n]
```

A gauge transformation is specified by real phases `θ`, with the minus sign in the exponent chosen above.

```lean
/-- The diagonal matrix of local phases `exp(-iθ_x)`. -/
def gauge (θ : n → ℝ) : Matrix n n ℂ :=
  diagonal fun x => Complex.exp (-(Complex.I * (θ x : ℂ)))
```

Conjugation by these phases defines the transformed kernel; `ᴴ` is the conjugate transpose. The kernel $V_A$ is `transform (fun z => A * r z) V`.

```lean
/-- The kernel `V` conjugated by the local phases `θ`. -/
def transform (θ : n → ℝ) (V : Matrix n n ℂ) : Matrix n n ℂ :=
  gauge θ * V * (gauge θ)ᴴ
```

The position operator has one real coordinate per site, so a three-dimensional problem is treated one direction at a time.

```lean
/-- The position operator `R = diag(r)`. -/
def position (r : n → ℝ) : Matrix n n ℂ :=
  diagonal fun x => (r x : ℂ)
```

Exchange is an entrywise product. The interaction `w` is an arbitrary complex matrix, which includes a real repulsion depending on distance. Its two-index form stands for an interaction between site densities, not for general four-index integrals.

```lean
/-- The exchange kernel `K[ρ](x,y) = -w(x,y) ρ(x,y)`. -/
def exchange (w ρ : Matrix n n ℂ) : Matrix n n ℂ :=
  Matrix.of fun x y => -w x y * ρ x y
```

The first theorem is the entry formula for $UVU^*$. Its proof conjugates the phase at `y`, splits the exponential of a difference into a product, and evaluates multiplication by diagonal matrices.

```lean
/-- A gauge transformation multiplies `V(x,y)` by `exp(-i(θ_x - θ_y))`. -/
theorem transform_apply (θ : n → ℝ) (V : Matrix n n ℂ) (x y : n) :
    transform θ V x y
      = V x y * Complex.exp (-(Complex.I * ((θ x : ℂ) - (θ y : ℂ)))) := by
  have h : star (Complex.exp (-(Complex.I * (θ y : ℂ))))
      = Complex.exp (Complex.I * (θ y : ℂ)) := by
    rw [Complex.star_def, ← Complex.exp_conj]
    simp
  have h2 : Complex.exp (-(Complex.I * ((θ x : ℂ) - (θ y : ℂ))))
      = Complex.exp (-(Complex.I * (θ x : ℂ))) * Complex.exp (Complex.I * (θ y : ℂ)) := by
    rw [← Complex.exp_add]
    congr 1
    ring
  rw [h2, transform, gauge, diagonal_conjTranspose, Matrix.mul_diagonal,
    Matrix.diagonal_mul, Pi.star_apply, h]
  ring
```

## Invariance under every diagonal unitary

The next theorem identifies the diagonal unitaries with the phase matrices. From left to right, it reads off a diagonal entry of $UU^*=1$, obtains `‖u x‖ = 1`, and uses the polar form with phase `-Complex.arg (u x)`. From right to left, it applies the entry formula to the identity matrix.

```lean
/-- The diagonal unitaries are exactly the matrices of local phases. -/
theorem diagonal_unitary_iff (U : Matrix n n ℂ) :
    (U ∈ unitaryGroup n ℂ ∧ U.IsDiag) ↔ ∃ θ : n → ℝ, U = gauge θ := by
  constructor
  · rintro ⟨hU, hd⟩
    obtain ⟨u, rfl⟩ : ∃ u : n → ℂ, U = diagonal u := ⟨U.diag, hd.diagonal_diag.symm⟩
    refine ⟨fun x => -Complex.arg (u x), congrArg diagonal (funext fun x => ?_)⟩
    -- unitarity makes each diagonal entry a pure phase
    have e : (diagonal u * star (diagonal u)) x x = 1 := by
      rw [mem_unitaryGroup_iff.mp hU, Matrix.one_apply_eq]
    rw [star_eq_conjTranspose, diagonal_conjTranspose, diagonal_mul_diagonal,
      diagonal_apply_eq] at e
    have hc : ((‖u x‖ ^ 2 : ℝ) : ℂ) = 1 := by
      rw [← Complex.normSq_eq_norm_sq, ← Complex.mul_conj]
      exact e
    have h2 : ‖u x‖ ^ 2 = 1 := by exact_mod_cast hc
    have hn : ‖u x‖ = 1 :=
      (pow_eq_one_iff_of_nonneg (norm_nonneg _) two_ne_zero).mp h2
    have hp := Complex.norm_mul_exp_arg_mul_I (u x)
    rw [hn, Complex.ofReal_one, one_mul] at hp
    calc u x = Complex.exp ((Complex.arg (u x) : ℂ) * Complex.I) := hp.symm
      _ = Complex.exp (-(Complex.I * ((-Complex.arg (u x) : ℝ) : ℂ))) := by
        congr 1
        push_cast
        ring
  · rintro ⟨θ, rfl⟩
    refine ⟨?_, isDiag_diagonal _⟩
    have h : transform θ 1 = 1 := by
      ext x y
      rw [transform_apply]
      by_cases hxy : x = y
      · subst hxy
        simp
      · rw [Matrix.one_apply_ne hxy, zero_mul]
    rw [transform, mul_one] at h
    rw [mem_unitaryGroup_iff, star_eq_conjTranspose]
    exact h
```

The characterisation of invariant kernels can therefore be stated for unitary matrices and proved with phases. `V.IsDiag` says that all entries with distinct indices vanish. In the forward direction `θ` is $\pi$ at `x` and zero elsewhere, `hE` evaluates the factor as $-1$, and `linear_combination` solves $-V(x,y)=V(x,y)$. The converse treats equal and distinct indices separately.

```lean
/-- A kernel is invariant under conjugation by every diagonal unitary if and only if
it is diagonal in the site basis. -/
theorem gauge_invariant_iff_local (V : Matrix n n ℂ) :
    (∀ U ∈ unitaryGroup n ℂ, U.IsDiag → U * V * Uᴴ = V) ↔ V.IsDiag := by
  constructor
  · intro H x y hxy
    -- a phase π on site x alone reverses the sign of V(x,y)
    let θ : n → ℝ := fun z => if z = x then Real.pi else 0
    have hg := (diagonal_unitary_iff (gauge θ)).mpr ⟨θ, rfl⟩
    have e : transform θ V x y = V x y := by
      rw [transform, H _ hg.1 hg.2]
    have hx : θ x = Real.pi := if_pos rfl
    have hy : θ y = 0 := if_neg (Ne.symm hxy)
    have hE : Complex.exp (-(Complex.I * ((Real.pi : ℂ) - ((0 : ℝ) : ℂ)))) = -1 := by
      rw [show -(Complex.I * ((Real.pi : ℂ) - ((0 : ℝ) : ℂ)))
        = -((Real.pi : ℂ) * Complex.I) by push_cast; ring,
        Complex.exp_neg, Complex.exp_pi_mul_I]
      norm_num
    rw [transform_apply, hx, hy, hE] at e
    linear_combination (-1 / 2 : ℂ) * e
  · intro hV U hU hd
    obtain ⟨θ, rfl⟩ := (diagonal_unitary_iff U).mp ⟨hU, hd⟩
    change transform θ V = V
    ext x y
    rw [transform_apply]
    by_cases hxy : x = y
    · subst hxy
      simp
    · have hv : V x y = 0 := hV hxy
      rw [hv, zero_mul]
```

## The commutator as a derivative

The commutator is first computed entry by entry.

```lean
/-- The commutator `VR - RV` has entries `V(x,y)(r_y - r_x)`. -/
theorem commutator_entry (r : n → ℝ) (V : Matrix n n ℂ) (x y : n) :
    (V * position r - position r * V) x y = V x y * ((r y : ℂ) - (r x : ℂ)) := by
  rw [Matrix.sub_apply, position, Matrix.mul_diagonal, Matrix.diagonal_mul]
  ring
```

`HasDerivAt` states that the derivative exists and has the given value. Here the variable is the real number `t`, and the statement holds for each entry at any `A`. The proof sets $c=-i(r_x-r_y)$, writes the entry as $V(x,y)e^{tc}$, applies the chain rule, and matches the result with `commutator_entry`.

```lean
/-- In a uniform vector potential `A` the transformed kernel `V_A` obeys, entry by entry,
`dV_A/dA = i(V_A R - R V_A)`. -/
theorem hasDerivAt_transform (r : n → ℝ) (V : Matrix n n ℂ) (A : ℝ) (x y : n) :
    HasDerivAt (fun t : ℝ => transform (fun z => t * r z) V x y)
      ((Complex.I • (transform (fun z => A * r z) V * position r
        - position r * transform (fun z => A * r z) V)) x y) A := by
  obtain ⟨c, hc⟩ : ∃ c : ℂ, c = -(Complex.I * ((r x : ℂ) - (r y : ℂ))) := ⟨_, rfl⟩
  have hf : ∀ t : ℝ, transform (fun z => t * r z) V x y
      = V x y * Complex.exp ((t : ℂ) * c) := by
    intro t
    rw [transform_apply, hc]
    congr 2
    push_cast
    ring
  have h0 : HasDerivAt (fun t : ℝ => (t : ℂ)) 1 A := by
    simpa using (hasDerivAt_id A).ofReal_comp
  have h1 : HasDerivAt (fun t : ℝ => (t : ℂ) * c) c A :=
    (h0.mul_const c).congr_deriv (one_mul c)
  have h2 := h1.cexp.const_mul (V x y)
  refine (h2.congr_deriv ?_).congr_of_eventuallyEq (Filter.Eventually.of_forall hf)
  rw [Matrix.smul_apply, smul_eq_mul, commutator_entry, hf A]
  linear_combination (V x y * Complex.exp ((A : ℂ) * c)) * hc
```

At `A = 0` the transformed kernel is `V` itself, which gives the first-order response.

```lean
/-- The first-order response of the kernel at `A = 0` is `i(VR - RV)`. -/
theorem hasDerivAt_transform_zero (r : n → ℝ) (V : Matrix n n ℂ) (x y : n) :
    HasDerivAt (fun t : ℝ => transform (fun z => t * r z) V x y)
      ((Complex.I • (V * position r - position r * V)) x y) 0 := by
  have h := hasDerivAt_transform r V 0 x y
  have h0 : transform (fun z => (0 : ℝ) * r z) V = V := by
    ext a b
    rw [transform_apply]
    simp
  rwa [h0] at h
```

In quantum mechanics $i(VR-RV)$ is the contribution of a nonlocal potential to the velocity operator, represented here on finitely many sites and along one coordinate. The kinetic energy and the response to a nonzero magnetic field are not modelled.

Invariance under all uniform vector potentials is now shown to be equivalent to commuting with position. In the forward direction an invariant entry is constant in `A`, so uniqueness of the derivative makes the commutator vanish. The backward direction is the case distinction made above: a zero entry or equal positions.

```lean
/-- A kernel is unchanged by every uniform vector potential if and only if it commutes
with the position operator. -/
theorem uniform_invariant_iff (r : n → ℝ) (V : Matrix n n ℂ) :
    (∀ A : ℝ, transform (fun z => A * r z) V = V)
      ↔ V * position r - position r * V = 0 := by
  constructor
  · intro hV
    ext x y
    -- a constant kernel has vanishing first-order response
    have h := hasDerivAt_transform_zero r V x y
    simp only [hV] at h
    have e := h.unique (hasDerivAt_const (0 : ℝ) (V x y))
    rw [Matrix.smul_apply, smul_eq_mul] at e
    exact (mul_eq_zero.mp e).resolve_left Complex.I_ne_zero
  · intro h A
    ext x y
    have e : (V * position r - position r * V) x y = 0 := by
      rw [h]
      rfl
    rw [commutator_entry] at e
    rw [transform_apply]
    rcases mul_eq_zero.mp e with hv | hr
    · rw [hv, zero_mul]
    · have hr' : (r y : ℂ) = (r x : ℂ) := sub_eq_zero.mp hr
      push_cast
      rw [hr']
      simp
```

The hypothesis `Function.Injective r` says that no two sites have the same coordinate. In three dimensions, sites at different points can still violate it along a given direction. It turns a vanishing product $V(x,y)(r_y-r_x)$ with $x\neq y$ into $V(x,y)=0$.

```lean
/-- If all sites have different positions, a kernel is unchanged by every uniform
vector potential if and only if it is diagonal. -/
theorem uniform_invariant_iff_local (r : n → ℝ) (hr : Function.Injective r)
    (V : Matrix n n ℂ) :
    (∀ A : ℝ, transform (fun z => A * r z) V = V) ↔ V.IsDiag := by
  rw [uniform_invariant_iff]
  constructor
  · intro h x y hxy
    have e : (V * position r - position r * V) x y = 0 := by
      rw [h]
      rfl
    rw [commutator_entry] at e
    exact (mul_eq_zero.mp e).resolve_right fun h' =>
      hxy (hr (Complex.ofReal_injective (sub_eq_zero.mp h'))).symm
  · intro h
    ext x y
    rw [commutator_entry]
    by_cases hxy : x = y
    · subst hxy
      simp
    · have hv : V x y = 0 := h hxy
      rw [hv, zero_mul]
      rfl
```

## Covariance of exchange and its trace

For exchange, the diagonal unitary is replaced by its phases, and both sides are compared entrywise. They differ only in how the scalar factors are bracketed, which `ring` settles.

```lean
/-- Exchange is gauge covariant: `K[UρU*] = U K[ρ] U*` for every diagonal unitary `U`. -/
theorem exchange_covariant (w ρ U : Matrix n n ℂ)
    (hU : U ∈ unitaryGroup n ℂ) (hd : U.IsDiag) :
    exchange w (U * ρ * Uᴴ) = U * exchange w ρ * Uᴴ := by
  obtain ⟨θ, rfl⟩ := (diagonal_unitary_iff U).mp ⟨hU, hd⟩
  change exchange w (transform θ ρ) = transform θ (exchange w ρ)
  ext x y
  simp only [exchange, Matrix.of_apply, transform_apply]
  ring
```

The trace theorem inserts this covariance, cancels the inner `Uᴴ * U`, and moves the outer factor around the trace with `Matrix.trace_mul_comm`. In electronic-structure terms, an exchange energy of this finite, two-index form does not depend on the choice of local phases, provided that the exchange kernel is built from the transformed density matrix.

```lean
/-- The trace of `ρ K[ρ]` is unchanged when `ρ` is conjugated by a diagonal unitary. -/
theorem exchange_trace_invariant (w ρ U : Matrix n n ℂ)
    (hU : U ∈ unitaryGroup n ℂ) (hd : U.IsDiag) :
    trace (U * ρ * Uᴴ * exchange w (U * ρ * Uᴴ)) = trace (ρ * exchange w ρ) := by
  have hU' : Uᴴ * U = 1 := mem_unitaryGroup_iff'.mp hU
  rw [exchange_covariant w ρ U hU hd]
  have h : U * ρ * Uᴴ * (U * exchange w ρ * Uᴴ) = U * (ρ * exchange w ρ) * Uᴴ := by
    calc U * ρ * Uᴴ * (U * exchange w ρ * Uᴴ)
        = U * ρ * (Uᴴ * U) * exchange w ρ * Uᴴ := by noncomm_ring
      _ = U * (ρ * exchange w ρ) * Uᴴ := by
        rw [hU']
        noncomm_ring
  rw [h, Matrix.trace_mul_comm, ← Matrix.mul_assoc, hU', Matrix.one_mul]

end

end GaugeOriginNonlocal
```

```lean
#print axioms GaugeOriginNonlocal.gauge_invariant_iff_local
#print axioms GaugeOriginNonlocal.uniform_invariant_iff_local
#print axioms GaugeOriginNonlocal.exchange_trace_invariant
```

```
'GaugeOriginNonlocal.gauge_invariant_iff_local' depends on axioms: [propext, Classical.choice, Quot.sound]
'GaugeOriginNonlocal.uniform_invariant_iff_local' depends on axioms: [propext, Classical.choice, Quot.sound]
'GaugeOriginNonlocal.exchange_trace_invariant' depends on axioms: [propext, Classical.choice, Quot.sound]
```
